# Sudden death of entanglement: equal amplitude damping of both qubits makes the partial transpose of a|00⟩ + b|11⟩ positive semidefinite exactly from g = a/b on, for 0 < a < b

Two qubits share the state a|00⟩ + b|11⟩ while each decays independently, with the same probability g, towards its ground state |0⟩, and the loss of their entanglement is modelled as the partial transpose of their density matrix becoming positive semidefinite. For real 0 < a < b this happens at the decay probability g = a/b, which is smaller than 1 and so is reached before the decay is complete.

```lean
import Mathlib

open Matrix
open scoped Kronecker ComplexOrder ComplexConjugate

namespace EntanglementSuddenDeath

noncomputable section

/-- Basis labels of two qubits. -/
abbrev TwoQubit := Fin 2 × Fin 2

/-- The two Kraus operators of amplitude damping with decay probability `g` in `[0,1]`. -/
def kraus (g : ℝ) : Fin 2 → Matrix (Fin 2) (Fin 2) ℂ :=
  ![!![1, 0; 0, (Real.sqrt (1 - g) : ℂ)], !![0, (Real.sqrt g : ℂ); 0, 0]]

/-- Independent amplitude damping, with the same `g` in `[0,1]`, of both qubits. -/
def damp (g : ℝ) (ρ : Matrix TwoQubit TwoQubit ℂ) : Matrix TwoQubit TwoQubit ℂ :=
  ∑ i, ∑ j, (kraus g i ⊗ₖ kraus g j) * ρ * (kraus g i ⊗ₖ kraus g j)ᴴ

/-- The vector `a |00⟩ + b |11⟩`. -/
def ket (a b : ℂ) : TwoQubit → ℂ :=
  fun p => if p = (0, 0) then a else if p = (1, 1) then b else 0

/-- The operator `|ψ⟩⟨ψ|` for `ψ = a |00⟩ + b |11⟩`. -/
def pureState (a b : ℂ) : Matrix TwoQubit TwoQubit ℂ :=
  vecMulVec (ket a b) (star (ket a b))

/-- Transposition of the second qubit only. -/
def partialTranspose (ρ : Matrix TwoQubit TwoQubit ℂ) : Matrix TwoQubit TwoQubit ℂ :=
  Matrix.of fun p q => ρ (p.1, q.2) (q.1, p.2)

/-- For `g` in `[0,1]` the Kraus operators satisfy the completeness relation. -/
theorem kraus_complete {g : ℝ} (h0 : 0 ≤ g) (h1 : g ≤ 1) :
    ∑ i, (kraus g i)ᴴ * kraus g i = 1 := by
  have h : (Real.sqrt (1 - g) : ℂ) * Real.sqrt (1 - g) + Real.sqrt g * Real.sqrt g = 1 := by
    rw [← Complex.ofReal_mul, ← Complex.ofReal_mul, Real.mul_self_sqrt (by linarith),
      Real.mul_self_sqrt h0, ← Complex.ofReal_add, sub_add_cancel, Complex.ofReal_one]
  ext i j
  fin_cases i <;> fin_cases j <;>
    simp [kraus, Matrix.mul_apply, Fin.sum_univ_two, h]

/-- For `g` in `[0,1]`, the damped state has four populations and a coherence between
`|00⟩` and `|11⟩` reduced by the factor `1 - g`. -/
theorem damped_state {g : ℝ} (h0 : 0 ≤ g) (h1 : g ≤ 1) (a b : ℂ) :
    damp g (pureState a b) =
      single (0, 0) (0, 0) (a * conj a + (g : ℂ) ^ 2 * (b * conj b))
      + single (0, 1) (0, 1) ((g : ℂ) * (1 - (g : ℂ)) * (b * conj b))
      + single (1, 0) (1, 0) ((g : ℂ) * (1 - (g : ℂ)) * (b * conj b))
      + single (1, 1) (1, 1) ((1 - (g : ℂ)) ^ 2 * (b * conj b))
      + single (0, 0) (1, 1) ((1 - (g : ℂ)) * (a * conj b))
      + single (1, 1) (0, 0) ((1 - (g : ℂ)) * (b * conj a)) := by
  have hs : (Real.sqrt (1 - g) : ℂ) * Real.sqrt (1 - g) = 1 - (g : ℂ) := by
    rw [← Complex.ofReal_mul, Real.mul_self_sqrt (by linarith), Complex.ofReal_sub,
      Complex.ofReal_one]
  have ht : (Real.sqrt g : ℂ) * Real.sqrt g = (g : ℂ) := by
    rw [← Complex.ofReal_mul, Real.mul_self_sqrt h0]
  -- each Kraus branch maps the pure state to a pure, unnormalised one
  have hM : ∀ M : Matrix TwoQubit TwoQubit ℂ,
      M * vecMulVec (ket a b) (star (ket a b)) * Mᴴ
        = vecMulVec (M *ᵥ ket a b) (star (M *ᵥ ket a b)) := by
    intro M
    rw [Matrix.mul_vecMulVec, Matrix.vecMulVec_mul, Matrix.star_mulVec]
  have hv : ∀ i j, (kraus g i ⊗ₖ kraus g j) *ᵥ ket a b = fun p =>
      kraus g i p.1 0 * kraus g j p.2 0 * a + kraus g i p.1 1 * kraus g j p.2 1 * b := by
    intro i j
    ext p
    simp [Matrix.mulVec, dotProduct, Fintype.sum_prod_type, Fin.sum_univ_two, ket,
      Matrix.kroneckerMap_apply]
  simp only [damp, pureState, hM, hv]
  rw [← hs, ← ht]
  ext ⟨i, j⟩ ⟨k, l⟩
  fin_cases i <;> fin_cases j <;> fin_cases k <;> fin_cases l <;>
    simp [kraus, Fin.sum_univ_two, vecMulVec_apply] <;> ring

/-- For `g` in `[0,1]`, the quadratic form of the partially transposed damped state: the
coherence now couples `|01⟩` and `|10⟩`. -/
theorem transposed_form {g : ℝ} (h0 : 0 ≤ g) (h1 : g ≤ 1) (a b : ℂ) (x : TwoQubit → ℂ) :
    star x ⬝ᵥ partialTranspose (damp g (pureState a b)) *ᵥ x =
      (((Complex.normSq a + g ^ 2 * Complex.normSq b) * Complex.normSq (x (0, 0))
      + (1 - g) ^ 2 * Complex.normSq b * Complex.normSq (x (1, 1))
      + g * (1 - g) * Complex.normSq b
        * (Complex.normSq (x (0, 1)) + Complex.normSq (x (1, 0)))
      + 2 * (1 - g) * (conj (x (0, 1)) * (a * conj b) * x (1, 0)).re : ℝ) : ℂ) := by
  rw [damped_state h0 h1]
  apply Complex.ext <;>
    simp [partialTranspose, Matrix.mulVec, dotProduct, Fintype.sum_prod_type,
      Fin.sum_univ_two, single_apply, Complex.normSq_apply, sq] <;> ring

/-- For `b ≠ 0` and damping `g` in `[0,1)` of both qubits of `a |00⟩ + b |11⟩`, the partial
transpose is positive semidefinite if and only if `‖a‖ ≤ g ‖b‖`. -/
theorem ppt_iff {g : ℝ} (h0 : 0 ≤ g) (h1 : g < 1) (a : ℂ) {b : ℂ} (hb : b ≠ 0) :
    (partialTranspose (damp g (pureState a b))).PosSemidef ↔ ‖a‖ ≤ g * ‖b‖ := by
  have hB : 0 < ‖b‖ := norm_pos_iff.mpr hb
  have hg : 0 < 1 - g := by linarith
  rw [Matrix.posSemidef_iff_dotProduct_mulVec]
  constructor
  · rintro ⟨-, h⟩
    by_contra hlt
    have hlt' : 0 < ‖a‖ - g * ‖b‖ := by linarith [not_le.mp hlt]
    have hA : 0 < ‖a‖ := by linarith [mul_nonneg h0 hB.le]
    -- a test vector in the span of |01⟩ and |10⟩
    obtain ⟨x, x00, x01, x10, x11⟩ : ∃ x : TwoQubit → ℂ, x (0, 0) = 0 ∧
        x (0, 1) = a * (‖b‖ : ℂ) ∧ x (1, 0) = -((‖a‖ : ℂ) * b) ∧ x (1, 1) = 0 :=
      ⟨fun p => ![![0, a * (‖b‖ : ℂ)], ![-((‖a‖ : ℂ) * b), 0]] p.1 p.2, rfl, rfl, rfl, rfl⟩
    have hx := h x
    rw [transposed_form h0 h1.le, Complex.zero_le_real, x00, x01, x10, x11] at hx
    have n1 : Complex.normSq (a * (‖b‖ : ℂ)) = ‖a‖ ^ 2 * ‖b‖ ^ 2 := by
      rw [Complex.normSq_eq_norm_sq, norm_mul, Complex.norm_real, norm_norm, mul_pow]
    have n2 : Complex.normSq (-((‖a‖ : ℂ) * b)) = ‖a‖ ^ 2 * ‖b‖ ^ 2 := by
      rw [Complex.normSq_eq_norm_sq, norm_neg, norm_mul, Complex.norm_real, norm_norm, mul_pow]
    have hc : conj (a * (‖b‖ : ℂ)) * (a * conj b) * (-((‖a‖ : ℂ) * b))
        = ((-(‖a‖ * ‖b‖ * (Complex.normSq a * Complex.normSq b)) : ℝ) : ℂ) := by
      push_cast
      rw [← Complex.mul_conj a, ← Complex.mul_conj b]
      simp only [map_mul, Complex.conj_ofReal]
      ring
    rw [n1, n2, hc, Complex.ofReal_re, map_zero, Complex.normSq_eq_norm_sq a,
      Complex.normSq_eq_norm_sq b] at hx
    have hP : 0 < (1 - g) * (‖a‖ ^ 2 * ‖b‖ ^ 3) * (‖a‖ - g * ‖b‖) := by positivity
    nlinarith [hP, hx]
  · intro hab
    refine ⟨?_, fun x => ?_⟩
    · rw [damped_state h0 h1.le]
      ext ⟨i, j⟩ ⟨k, l⟩
      fin_cases i <;> fin_cases j <;> fin_cases k <;> fin_cases l <;>
        simp [partialTranspose, single_apply, Matrix.conjTranspose_apply,
          -mul_eq_mul_left_iff, -mul_eq_mul_right_iff] <;> ring
    · rw [transposed_form h0 h1.le, Complex.zero_le_real]
      -- the coherence is dominated by the populations of |01⟩ and |10⟩
      have hre := (abs_le.mp (Complex.abs_re_le_norm
        (conj (x (0, 1)) * (a * conj b) * x (1, 0)))).1
      simp only [norm_mul, RCLike.norm_conj] at hre
      simp only [Complex.normSq_eq_norm_sq]
      have k1 : ‖x (0, 1)‖ * (‖a‖ * ‖b‖) * ‖x (1, 0)‖
          ≤ ‖x (0, 1)‖ * (g * ‖b‖ * ‖b‖) * ‖x (1, 0)‖ := by gcongr
      have k2 : 0 ≤ g * ‖b‖ ^ 2 * (‖x (0, 1)‖ - ‖x (1, 0)‖) ^ 2 := by positivity
      have k3 : 0 ≤ g * ‖b‖ ^ 2 * (‖x (0, 1)‖ ^ 2 + ‖x (1, 0)‖ ^ 2)
          + 2 * (conj (x (0, 1)) * (a * conj b) * x (1, 0)).re := by linarith
      have k4 := mul_nonneg hg.le k3
      have k5 : 0 ≤ (‖a‖ ^ 2 + g ^ 2 * ‖b‖ ^ 2) * ‖x (0, 0)‖ ^ 2 := by positivity
      have k6 : 0 ≤ (1 - g) ^ 2 * ‖b‖ ^ 2 * ‖x (1, 1)‖ ^ 2 := by positivity
      linarith

/-- For real `0 < a < b` the threshold `a / b` lies strictly between 0 and 1, and for `g` in `[0,1)`
the partial transpose is positive semidefinite if and only if `g ≥ a / b`. -/
theorem sudden_death {a b : ℝ} (ha : 0 < a) (hab : a < b) :
    0 < a / b ∧ a / b < 1 ∧ ∀ g : ℝ, 0 ≤ g → g < 1 →
      ((partialTranspose (damp g (pureState a b))).PosSemidef ↔ g ≥ a / b) := by
  have hb : 0 < b := ha.trans hab
  refine ⟨div_pos ha hb, (div_lt_one hb).mpr hab, fun g h0 h1 => ?_⟩
  rw [ppt_iff h0 h1 _ (Complex.ofReal_ne_zero.mpr hb.ne'), Complex.norm_real,
    Complex.norm_real, Real.norm_of_nonneg ha.le, Real.norm_of_nonneg hb.le, ge_iff_le,
    div_le_iff₀ hb]

/-- If `b ≠ 0` and `‖b‖ ≤ ‖a‖`, the partial transpose fails to be positive semidefinite for
every `g` in `[0,1)`. -/
theorem no_sudden_death {a b : ℂ} (hb : b ≠ 0) (hba : ‖b‖ ≤ ‖a‖) {g : ℝ}
    (h0 : 0 ≤ g) (h1 : g < 1) :
    ¬ (partialTranspose (damp g (pureState a b))).PosSemidef := by
  rw [ppt_iff h0 h1 a hb, not_le]
  nlinarith [norm_pos_iff.mpr hb]

/-- For exponential decay at rate `γ > 0`, real `0 ≤ a < b` and time `t ≥ 0`, the partial
transpose is positive semidefinite if and only if `t` is at least `log (b / (b - a)) / γ`. -/
theorem death_time {a b γ t : ℝ} (ha : 0 ≤ a) (hab : a < b) (hγ : 0 < γ) (ht : 0 ≤ t) :
    (partialTranspose (damp (1 - Real.exp (-(t * γ))) (pureState a b))).PosSemidef ↔
      Real.log (b / (b - a)) / γ ≤ t := by
  have hb : 0 < b := ha.trans_lt hab
  have hd : 0 < b - a := sub_pos.mpr hab
  have he : Real.exp (-(t * γ)) ≤ 1 :=
    Real.exp_le_one_iff.mpr (neg_nonpos.mpr (mul_nonneg ht hγ.le))
  have hE : Real.exp (t * γ) * Real.exp (-(t * γ)) = 1 := by
    rw [← Real.exp_add, add_neg_cancel, Real.exp_zero]
  rw [ppt_iff (by linarith) (by linarith [Real.exp_pos (-(t * γ))]) _
    (Complex.ofReal_ne_zero.mpr hb.ne'), Complex.norm_real, Complex.norm_real,
    Real.norm_of_nonneg ha, Real.norm_of_nonneg hb.le, div_le_iff₀ hγ,
    Real.log_le_iff_le_exp (div_pos hb hd), div_le_iff₀ hd]
  -- multiply the threshold condition by exp (t γ)
  have key : Real.exp (t * γ) * (b - a) - b
      = Real.exp (t * γ) * ((1 - Real.exp (-(t * γ))) * b - a) := by
    linear_combination b * hE
  rw [← sub_nonneg, ← sub_nonneg (b := b), key, mul_nonneg_iff_of_pos_left (Real.exp_pos _)]

end

end EntanglementSuddenDeath
```

```lean
#print axioms EntanglementSuddenDeath.kraus_complete
#print axioms EntanglementSuddenDeath.sudden_death
#print axioms EntanglementSuddenDeath.no_sudden_death
#print axioms EntanglementSuddenDeath.death_time
```

```
'EntanglementSuddenDeath.kraus_complete' depends on axioms: [propext, Classical.choice, Quot.sound]
'EntanglementSuddenDeath.sudden_death' depends on axioms: [propext, Classical.choice, Quot.sound]
'EntanglementSuddenDeath.no_sudden_death' depends on axioms: [propext, Classical.choice, Quot.sound]
'EntanglementSuddenDeath.death_time' depends on axioms: [propext, Classical.choice, Quot.sound]
```

## From the decay of each qubit to the threshold

Let |1⟩ be the excited state, and let g be the probability that an excited qubit has decayed. Amplitude damping of one qubit has the two Kraus operators

K₀ = |0⟩⟨0| + √(1−g) |1⟩⟨1|,  K₁ = √g |0⟩⟨1|.

K₁ describes a decay, K₀ the absence of one. For two qubits there are four branches, and they send ψ = a|00⟩ + b|11⟩ to

K₀⊗K₀ ψ = a|00⟩ + (1−g) b|11⟩
K₀⊗K₁ ψ = √(g(1−g)) b|10⟩
K₁⊗K₀ ψ = √(g(1−g)) b|01⟩
K₁⊗K₁ ψ = g b|00⟩.

The output ρ is the sum of the operators |φ⟩⟨φ| over these four unnormalised vectors φ. Its populations are

ρ(00,00) = |a|² + g²|b|²
ρ(01,01) = ρ(10,10) = g(1−g)|b|²
ρ(11,11) = (1−g)²|b|².

Only the first branch contributes a coherence, ρ(00,11) = (1−g) a b*, together with its complex conjugate at (11,00).

The partial transpose exchanges the two indices of the second qubit. The populations stay where they are, but the coherence moves from the position (00,11) to (01,10). The matrix then consists of two non-negative diagonal entries, for |00⟩ and |11⟩, and a 2×2 block on |01⟩ and |10⟩:

diagonal entries: g(1−g)|b|²
off-diagonal entries: (1−g) a b* and (1−g) a* b.

The eigenvalues of this block are

λ± = (1−g)|b| (g|b| ± |a|).

For g < 1 and b ≠ 0, the lower one is non-negative exactly when |a| ≤ g|b|. For real 0 < a < b this reads g ≥ a/b.

If the excited state decays exponentially at the rate γ, then g = 1 − exp(−γt), and the condition becomes

exp(−γt) ≤ (b−a)/b, that is, t ≥ (1/γ) log(b/(b−a)).

This time is finite, although the excited population of each qubit and the coherence (1−g) a b* vanish only as t → ∞.

## What the theorems say about the two qubits

A basis state is a pair of type `TwoQubit`, so `(0, 1)` stands for |01⟩. `kraus g` lists K₀ and K₁, and `damp g` sums over all their Kronecker products, with the same g for both qubits. `pureState a b` is |ψ⟩⟨ψ|, and `partialTranspose` exchanges the second-qubit indices. Many textbooks write γ for the damping probability; here that is `g`, and `γ` is a rate.

The general statement is `ppt_iff`: for complex a, complex b ≠ 0 and 0 ≤ g < 1, the partial transpose is positive semidefinite if and only if `‖a‖ ≤ g * ‖b‖`. Normalisation is not assumed, since multiplying a and b by a common non-zero factor changes neither side. For real 0 < a < b with a² + b² = 1 the threshold is a/√(1−a²).

Both restrictions exclude genuine exceptions. At g = 1 everything has decayed to |00⟩ and the partial transpose is positive semidefinite, so the equivalence would fail whenever |a| > |b|. For b = 0 and a ≠ 0 the state is a product state throughout, while the inequality is false.

Three theorems draw the consequences:

- `sudden_death` takes real 0 < a < b, places a/b strictly between 0 and 1, and gives the condition g ≥ a/b.
- `no_sudden_death` takes b ≠ 0 and |b| ≤ |a|, and finds that the partial transpose is not positive semidefinite for any g in [0,1). This includes the maximally entangled case |a| = |b|.
- `death_time` gives the condition in terms of time. It also admits a = 0, where the initial state is proportional to |11⟩ and the time is zero.

The step from these statements to entanglement is the Peres–Horodecki criterion: a two-qubit state is separable exactly when its partial transpose is positive semidefinite. It is used here as known background and is not proved in the code.

The physical assumptions sit in the channel. Each qubit has its own environment at zero temperature, so it can lose its excitation but not gain one, and the qubits do not interact. The constant γ stands for a memoryless decay with the same rate for both. Within this model of two non-interacting, equally damped qubits, the result bears on how long an entangled pair can be stored: of two states of the form a|00⟩ + b|11⟩ with the same non-zero initial entanglement but different weights, the one with more weight on |11⟩ loses it in finite time, while the one with more weight on |00⟩ does not.

## How the proof reaches the inequality

`kraus_complete` verifies K₀†K₀ + K₁†K₁ = 1, so the damping of a single qubit preserves the trace. The later theorems do not need it.

`damped_state` is the calculation of the four branches. The auxiliary fact `hM` says that M|ψ⟩⟨ψ|M† = |Mψ⟩⟨Mψ| for any matrix M, and `hv` computes these vectors for the Kraus products. The proof then writes g and 1−g as squares of their roots and compares all sixteen matrix entries, with `fin_cases` listing them and `simp` and `ring` settling each one.

`transposed_form` replaces the block matrix by its quadratic form. For a vector x, the part belonging to |01⟩ and |10⟩ is

g(1−g)|b|² (|x₀₁|² + |x₁₀|²) + 2(1−g) Re(x₀₁* a b* x₁₀).

In `ppt_iff` this form takes the place of the eigenvalues. Suppose first that |a| > g|b|. The test vector has x₀₁ = a|b|, x₁₀ = −|a|b and zeros elsewhere, and the form takes the value

2(1−g)|a|²|b|³ (g|b| − |a|) < 0.

Division by the squared norm 2|a|²|b|² gives (1−g)|b|(g|b| − |a|), which is the eigenvalue λ₋ found above. In Lean, `n1`, `n2` and `hc` evaluate the three terms, and `nlinarith` derives the contradiction with positivity.

Now suppose that |a| ≤ g|b|. The real part is at least −|x₀₁||a||b||x₁₀|, which by assumption (`k1`) is at least −g|b|²|x₀₁||x₁₀|. The block part is therefore at least

(1−g) g|b|² (|x₀₁| − |x₁₀|)² ≥ 0.

The square is `k2`, and `k3` and `k4` assemble the bound. The contributions of |00⟩ and |11⟩ are non-negative by `k5` and `k6`. Positive semidefiniteness in Mathlib also requires a Hermitian matrix, which is checked entry by entry.

`sudden_death` divides the inequality by b > 0. `no_sudden_death` uses g|b| < |b| ≤ |a|. `death_time` inserts g = 1 − exp(−γt) and multiplies by exp(γt), which is the identity `key`.

## The threshold in a density-matrix simulation

A density-matrix simulation of two qubits with relaxation can store ρ as a 4×4 array. One way to follow the entanglement is to view the array as one with four binary indices, exchange the two that belong to the second qubit, and diagonalise the result.

Take a = 0.6 and b = 0.8, so that the threshold is g = 0.75. At g = 0.5 the populations of |00⟩, |01⟩, |10⟩ and |11⟩ are 0.52, 0.16, 0.16 and 0.16, and the coherence is 0.24. After the exchange, the block on |01⟩ and |10⟩ has the eigenvalues 0.16 ± 0.24, and the lower one is −0.08: the qubits are still entangled.

At g = 0.8 the same block has diagonal entries 0.1024 and off-diagonal entries 0.096. Its lower eigenvalue is 0.0064, so the entanglement is gone, although the coherence between |00⟩ and |11⟩ is still 0.096. On the time axis the change of sign occurs at t = log(4)/γ, about 1.39 relaxation times 1/γ.
